# Resonant lossy-cavity polaritons: for positive coupling and loss, the 2×2 Hamiltonian fails to be diagonalizable exactly at g = γ/4

In units with $\hbar=1$, a molecular excitation of energy $w$ is coupled with strength $g>0$ to a cavity mode of the same energy, which loses photons at rate $\gamma>0$. The eigenstates of the effective Hamiltonian

$$H=\begin{pmatrix} w & g\\ g & w-i\gamma/2\end{pmatrix}$$

behave in one of three ways.

- For $g>\gamma/4$ their energies are $w\pm\Omega/2-i\gamma/4$, with real splitting $\Omega=2\sqrt{g^2-\gamma^2/16}>0$ and equal widths.
- For $g<\gamma/4$ their energies are $w-i(\gamma/4\mp\kappa)$, with $\kappa=\sqrt{\gamma^2/16-g^2}>0$. The real parts coincide and the widths differ.
- At $g=\gamma/4$ the matrix has no basis of eigenvectors.

```lean
import Mathlib

open Matrix Complex

namespace LossyCavityPolaritons

noncomputable section
```

## The molecule, the photon and the loss

The first basis state is the excited molecule with an empty cavity, and the second is the ground-state molecule with one photon. The coupling $g$ stands for the interaction of the molecular transition dipole with the field of the mode. The rate $\gamma$ stands for leakage through the mirrors. With $\hbar=1$, an uncoupled photon has amplitude $e^{-iwt-\gamma t/2}$, so its population decays as $e^{-\gamma t}$.

```lean
/-- Effective Hamiltonian of a molecular excitation and a cavity mode, both at energy `w`,
with coupling `g` and photon loss rate `γ`. -/
def hamiltonian (w g γ : ℝ) : Matrix (Fin 2) (Fin 2) ℂ :=
  !![(w : ℂ), (g : ℂ); (g : ℂ), (w : ℂ) - I * γ / 2]
```

The parameters are real numbers, read as complex ones inside the matrix. The model has one excitation, one mode and exact resonance, and the molecule itself has no loss. The step from an open molecule–cavity system to this non-Hermitian matrix is taken as given: a master equation also contains the quantum jumps that return the system to its ground state.

A complex energy is an eigenvalue, $Hv=zv$ with $v\neq0$. Its real part is the position of the level, and the population of the state decays at the rate $-2\,\mathrm{Im}\,z$.

```lean
/-- `z` is a complex energy of `M`: some nonzero state `v` satisfies `M v = z v`. -/
def IsEnergy (M : Matrix (Fin 2) (Fin 2) ℂ) (z : ℂ) : Prop :=
  ∃ v : Fin 2 → ℂ, v ≠ 0 ∧ M *ᵥ v = z • v
```

A matrix is diagonalizable if $M=PDQ$ with $D$ diagonal and $PQ=1$. For square matrices this makes $Q$ the inverse of $P$.

```lean
/-- `M` is diagonalizable: an invertible change of basis brings it to diagonal form. -/
def IsDiagonalizable (M : Matrix (Fin 2) (Fin 2) ℂ) : Prop :=
  ∃ (P Q : Matrix (Fin 2) (Fin 2) ℂ) (d : Fin 2 → ℂ), P * Q = 1 ∧ M = P * diagonal d * Q
```

The matrix $P$ need not be unitary. That matters here, because the eigenvectors of a non-Hermitian $H$ are in general not orthogonal.

## Splitting, damping offset and mean energy

Above $\gamma/4$ the separation of the levels is $\Omega=2\sqrt{g^2-\gamma^2/16}$. Many texts keep the name Rabi splitting for the lossless value $2g$; here it includes the loss.

```lean
/-- The Rabi splitting `2 √(g² - γ²/16)`, meant for `g ≥ γ/4 ≥ 0`. -/
def rabiSplitting (g γ : ℝ) : ℝ := 2 * √(g ^ 2 - γ ^ 2 / 16)
```

Below $\gamma/4$ the imaginary parts lie at a distance $\kappa=\sqrt{\gamma^2/16-g^2}$ on either side of their mean. The name "damping offset" for $\kappa$ is local to this development.

```lean
/-- The damping offset `√(γ²/16 - g²)`, meant for `0 ≤ g ≤ γ/4`. -/
def dampingOffset (g γ : ℝ) : ℝ := √(γ ^ 2 / 16 - g ^ 2)
```

Lean's real square root returns $0$ for a negative argument, so each of these two quantities has its physical meaning only in its own regime.

The mean of the two diagonal entries of $H$ is $\varepsilon=w-i\gamma/4$. It is half the trace, and therefore the mean of the two eigenvalues at any $g$. It becomes an energy itself at $g=\gamma/4$. There the two eigenvalues merge, and so do their eigenvectors; such a point is called an exceptional point, and the definition takes its name from it.

```lean
/-- The complex energy `w - iγ/4`. -/
def exceptionalEnergy (w γ : ℝ) : ℂ := (w : ℂ) - I * γ / 4
```

## The secular equation

A nonzero solution of $(H-z)v=0$ exists exactly when the determinant vanishes:

$$(w-z)(w-i\gamma/2-z)-g^2=0.$$

With $x=z-w$ this reads $x^2+i\gamma x/2-g^2=0$. Since $(x+i\gamma/4)^2=x^2+i\gamma x/2-\gamma^2/16$, completing the square gives

$$(z-w+i\gamma/4)^2=g^2-\gamma^2/16.$$

```lean
/-- Secular equation: `z` is a complex energy of the lossy polariton Hamiltonian exactly when
`(z - w + iγ/4)² = g² - γ²/16`. -/
theorem secular_equation (w g γ : ℝ) (z : ℂ) :
    IsEnergy (hamiltonian w g γ) z ↔
      (z - w + I * γ / 4) ^ 2 = (g : ℂ) ^ 2 - (γ : ℂ) ^ 2 / 16 := by
  have h : IsEnergy (hamiltonian w g γ) z ↔
      (hamiltonian w g γ - z • (1 : Matrix (Fin 2) (Fin 2) ℂ)).det = 0 := by
    rw [← Matrix.exists_mulVec_eq_zero_iff]
    unfold IsEnergy
    simp only [Matrix.sub_mulVec, Matrix.smul_mulVec, Matrix.one_mulVec, sub_eq_zero]
  have hm : hamiltonian w g γ - z • (1 : Matrix (Fin 2) (Fin 2) ℂ) =
      !![(w : ℂ) - z, (g : ℂ); (g : ℂ), (w : ℂ) - I * γ / 2 - z] := by
    ext i j
    fin_cases i <;> fin_cases j <;> simp [hamiltonian]
  rw [h, hm, Matrix.det_fin_two_of]
  -- complete the square in the determinant
  constructor <;> intro h
  · linear_combination h + (γ : ℂ) ^ 2 / 16 * I_sq
  · linear_combination h - (γ : ℂ) ^ 2 / 16 * I_sq
```

The theorem holds for all real $w,g,\gamma$, with no sign conditions. The first `have` turns the eigenvalue condition into a vanishing determinant, and `hm` writes out the entries of $H-z$. The two `linear_combination` lines complete the square, one for each direction, with `I_sq` supplying $i^2=-1$.

## Strong coupling: two levels of equal width

If $g>\gamma/4\ge0$, then $g^2-\gamma^2/16=(\Omega/2)^2$ is positive. The secular equation becomes $(z-w+i\gamma/4)^2=(\Omega/2)^2$, and hence

$$z=w\pm\Omega/2-i\gamma/4.$$

Each polariton population decays at the rate $\gamma/2$, half that of the bare photon.

```lean
/-- Strong coupling, `g > γ/4 ≥ 0`: the complex energies are exactly `w ± Ω/2 - iγ/4`, where
the Rabi splitting `Ω` is positive. -/
theorem strong_coupling (w g γ : ℝ) (hγ : 0 ≤ γ) (hg : γ / 4 < g) :
    0 < rabiSplitting g γ ∧ ∀ z : ℂ, IsEnergy (hamiltonian w g γ) z ↔
      z = w + rabiSplitting g γ / 2 - I * γ / 4 ∨
      z = w - rabiSplitting g γ / 2 - I * γ / 4 := by
  have hpos : 0 < g ^ 2 - γ ^ 2 / 16 := by nlinarith
  refine ⟨mul_pos two_pos (Real.sqrt_pos.mpr hpos), fun z => ?_⟩
  have hr : g ^ 2 - γ ^ 2 / 16 = (rabiSplitting g γ / 2) ^ 2 := by
    unfold rabiSplitting
    linear_combination -Real.sq_sqrt hpos.le
  have hs : (g : ℂ) ^ 2 - (γ : ℂ) ^ 2 / 16 = ((rabiSplitting g γ : ℂ) / 2) ^ 2 := by
    exact_mod_cast congrArg (fun x : ℝ => (x : ℂ)) hr
  rw [secular_equation, hs, sq_eq_sq_iff_eq_or_eq_neg]
  constructor <;> rintro (h | h)
  · left; linear_combination h
  · right; linear_combination h
  · left; linear_combination h
  · right; linear_combination h
```

The statement has two parts: $\Omega$ is positive, and a complex number is an energy if and only if it is one of the two listed. It includes the lossless case $\gamma=0$, where $\Omega=2g$. In the proof, `hr` identifies the right-hand side with $(\Omega/2)^2$ over the reals and `hs` carries this to the complex numbers. The lemma `sq_eq_sq_iff_eq_or_eq_neg` then takes the square root with both signs.

## Weak coupling: one position, two widths

If $0<g<\gamma/4$, the right-hand side is negative: $g^2-\gamma^2/16=-\kappa^2=(i\kappa)^2$. Therefore $z-w+i\gamma/4=\pm i\kappa$, that is,

$$z=w-i(\gamma/4-\kappa)\quad\text{or}\quad z=w-i(\gamma/4+\kappa).$$

Since $g>0$, $\kappa^2=\gamma^2/16-g^2<\gamma^2/16$, so $0<\kappa<\gamma/4$. Both states decay, at the different rates $\gamma/2\mp2\kappa$.

```lean
/-- Weak coupling, `0 < g < γ/4`: the complex energies are exactly `w - i(γ/4 - κ)` and
`w - i(γ/4 + κ)`, where the damping offset `κ` lies strictly between `0` and `γ/4`. -/
theorem weak_coupling (w g γ : ℝ) (hg : 0 < g) (hγ : g < γ / 4) :
    0 < dampingOffset g γ ∧ dampingOffset g γ < γ / 4 ∧
    ∀ z : ℂ, IsEnergy (hamiltonian w g γ) z ↔
      z = w - I * (γ / 4 - dampingOffset g γ) ∨
      z = w - I * (γ / 4 + dampingOffset g γ) := by
  have hpos : 0 < γ ^ 2 / 16 - g ^ 2 := by nlinarith
  refine ⟨Real.sqrt_pos.mpr hpos, ?_, fun z => ?_⟩
  · unfold dampingOffset
    rw [Real.sqrt_lt' (by linarith)]
    nlinarith [pow_pos hg 2]
  have hr : γ ^ 2 / 16 - g ^ 2 = dampingOffset g γ ^ 2 := (Real.sq_sqrt hpos.le).symm
  have hc : (γ : ℂ) ^ 2 / 16 - (g : ℂ) ^ 2 = (dampingOffset g γ : ℂ) ^ 2 := by
    exact_mod_cast congrArg (fun x : ℝ => (x : ℂ)) hr
  -- the square root is now purely imaginary
  have hs : (g : ℂ) ^ 2 - (γ : ℂ) ^ 2 / 16 = (I * (dampingOffset g γ : ℂ)) ^ 2 := by
    linear_combination -hc - (dampingOffset g γ : ℂ) ^ 2 * I_sq
  rw [secular_equation, hs, sq_eq_sq_iff_eq_or_eq_neg]
  constructor <;> rintro (h | h)
  · left; linear_combination h
  · right; linear_combination h
  · left; linear_combination h
  · right; linear_combination h
```

The three parts of the statement are the two bounds on $\kappa$ and the complete list of energies. The proof has the same shape as in strong coupling, except that `hs` now writes the right-hand side as the square of an imaginary number.

## At g = γ/4 the shifted matrix is nilpotent

At $g=\gamma/4$ the secular equation is $(z-\varepsilon)^2=0$, which leaves $\varepsilon$ as the only energy. Subtracting it gives

$$N=H-\varepsilon=\frac{\gamma}{4}\begin{pmatrix} i&1\\ 1&-i\end{pmatrix}.$$

The diagonal entries of $N^2$ are $(\gamma/4)^2(i^2+1)=0$, and the off-diagonal ones are $(\gamma/4)^2(i-i)=0$. So $N^2=0$, while $N\neq0$ because its off-diagonal entries are $\gamma/4>0$.

```lean
/-- At `g = γ/4` with `γ > 0`, the Hamiltonian minus `w - iγ/4` is nonzero but squares
to zero. -/
theorem exceptional_point_nilpotent (w γ : ℝ) (hγ : 0 < γ) :
    (hamiltonian w (γ / 4) γ - exceptionalEnergy w γ • 1) ^ 2 = 0 ∧
      hamiltonian w (γ / 4) γ ≠ exceptionalEnergy w γ • 1 := by
  constructor
  · have h : hamiltonian w (γ / 4) γ - exceptionalEnergy w γ • 1 =
        !![I * γ / 4, (γ : ℂ) / 4; (γ : ℂ) / 4, -(I * γ / 4)] := by
      ext i j
      fin_cases i <;> fin_cases j <;> simp [hamiltonian, exceptionalEnergy]
      ring
    have h0 : (0 : Matrix (Fin 2) (Fin 2) ℂ) = !![0, 0; 0, 0] := by
      ext i j
      fin_cases i <;> fin_cases j <;> rfl
    have key : ∀ a b c d : ℂ, a = 0 → b = 0 → c = 0 → d = 0 →
        !![a, b; c, d] = !![0, 0; 0, 0] := by
      rintro _ _ _ _ rfl rfl rfl rfl
      rfl
    rw [h, pow_two, Matrix.mul_fin_two, h0]
    refine key _ _ _ _ ?_ ?_ ?_ ?_
    · linear_combination (γ : ℂ) ^ 2 / 16 * I_sq
    · ring
    · ring
    · linear_combination (γ : ℂ) ^ 2 / 16 * I_sq
  · intro h
    have h01 := congrFun (congrFun h 0) 1
    simp [hamiltonian, hγ.ne'] at h01
```

The theorem states these two facts, the second in the form $H\neq\varepsilon\cdot1$. The proof computes $N^2$ entry by entry, and for the second part compares the entries in row 0, column 1. Solving $Nv=0$ directly gives $v_1=-iv_0$, a single line of eigenvectors; the Lean argument does not need this.

## Diagonalizable exactly away from g = γ/4

Suppose first that $g=\gamma/4$ and $H=PDQ$, where $D$ has diagonal entries $d_0,d_1$. Put $E=D-\varepsilon$. Then $N=PEQ$, and since $QP=1$,

$$E^2=Q(PEQ)(PEQ)P=QN^2P=0.$$

The diagonal entries of $E^2$ are $(d_i-\varepsilon)^2$, so $d_i=\varepsilon$ for both $i$. This gives $E=0$ and $N=0$, a contradiction.

Now suppose $g\neq\gamma/4$, and choose a complex $s$ with $s^2=g^2-\gamma^2/16$. This equals $(g-\gamma/4)(g+\gamma/4)$, where neither factor vanishes, so $s\neq0$. Take as columns of $P$ the vectors

$$u_\pm=\begin{pmatrix} g\\ -i\gamma/4\pm s\end{pmatrix}.$$

The first component of $Hu_\pm$ is $g(w-i\gamma/4\pm s)$, which is $\varepsilon\pm s$ times $g$. For the second component, the difference between the two sides of $Hu_\pm=(\varepsilon\pm s)u_\pm$ is

$$g^2+(-i\gamma/4\mp s)(-i\gamma/4\pm s)=g^2-\gamma^2/16-s^2=0.$$

So $HP=PD$, with $D$ holding $\varepsilon+s$ and $\varepsilon-s$. Because $\det P=-2gs\neq0$, $P$ is invertible and $H=PDP^{-1}$.

These columns are not normalised. In strong coupling their length is $\sqrt2\,g$, so the unit vectors are $u_\pm/(\sqrt2\,g)$, with equal molecular and photonic weights. In weak coupling, with $s=i\kappa$, the squared length is $(\gamma/2)(\gamma/4\mp\kappa)$ and the photonic weight is $1/2\mp2\kappa/\gamma$, so the more photonic state decays faster. These lengths and weights are a supplement to the Lean proof, which uses the columns as they stand.

```lean
/-- For positive coupling and loss, the lossy polariton Hamiltonian is diagonalizable
exactly when `g ≠ γ/4`. -/
theorem diagonalizable_iff (w g γ : ℝ) (hg : 0 < g) (hγ : 0 < γ) :
    IsDiagonalizable (hamiltonian w g γ) ↔ g ≠ γ / 4 := by
  constructor
  · rintro ⟨P, Q, d, hPQ, hM⟩ rfl
    obtain ⟨hN, hne⟩ := exceptional_point_nilpotent w γ hγ
    apply hne
    have hQP : Q * P = 1 := mul_eq_one_comm.mp hPQ
    obtain ⟨E, hE⟩ : ∃ E, E = diagonal (fun i => d i - exceptionalEnergy w γ) := ⟨_, rfl⟩
    have hE' : E = diagonal d - exceptionalEnergy w γ • 1 := by
      rw [hE]
      ext i j
      by_cases hij : i = j
      · subst hij; simp
      · simp [hij]
    have hH : hamiltonian w (γ / 4) γ - exceptionalEnergy w γ • 1 = P * E * Q := by
      rw [hM, hE']
      simp [mul_sub, sub_mul, hPQ]
    -- the shifted diagonal part squares to zero, hence vanishes
    have hEE : E * E = 0 := by
      calc E * E = (Q * P) * E * (Q * P) * E * (Q * P) := by
            rw [hQP, one_mul, mul_one, mul_one]
        _ = Q * ((P * E * Q) * (P * E * Q)) * P := by simp only [mul_assoc]
        _ = 0 := by rw [← hH, ← pow_two, hN, mul_zero, zero_mul]
    have hd : ∀ i, d i - exceptionalEnergy w γ = 0 := by
      intro i
      have hi := congrFun (congrFun hEE i) i
      rw [hE, Matrix.diagonal_mul_diagonal, Matrix.diagonal_apply_eq] at hi
      exact mul_self_eq_zero.mp hi
    have hE0 : E = 0 := by
      rw [hE]
      ext i j
      simp [Matrix.diagonal_apply, hd]
    rw [hE0, mul_zero, zero_mul] at hH
    exact sub_eq_zero.mp hH
  · intro hne
    obtain ⟨s, hs⟩ : ∃ s : ℂ, s ^ 2 = (g : ℂ) ^ 2 - (γ : ℂ) ^ 2 / 16 :=
      IsAlgClosed.exists_pow_nat_eq _ two_pos
    have hs0 : s ≠ 0 := by
      rintro rfl
      have hc : ((g ^ 2 - γ ^ 2 / 16 : ℝ) : ℂ) = 0 := by
        push_cast
        linear_combination -hs
      have hr : g ^ 2 - γ ^ 2 / 16 = 0 := Complex.ofReal_eq_zero.mp hc
      have hf : (g - γ / 4) * (g + γ / 4) = 0 := by linear_combination hr
      have hp : g + γ / 4 ≠ 0 := by positivity
      exact hne (sub_eq_zero.mp ((mul_eq_zero.mp hf).resolve_right hp))
    have hgc : (g : ℂ) ≠ 0 := Complex.ofReal_ne_zero.mpr hg.ne'
    -- the columns of P are the two polariton states
    obtain ⟨P, hP⟩ : ∃ P : Matrix (Fin 2) (Fin 2) ℂ,
        P = !![(g : ℂ), (g : ℂ); -(I * γ / 4) + s, -(I * γ / 4) - s] := ⟨_, rfl⟩
    have hdet : IsUnit P.det := by
      have h : P.det = -2 * g * s := by
        rw [hP, Matrix.det_fin_two_of]
        ring
      rw [h, isUnit_iff_ne_zero]
      exact mul_ne_zero (mul_ne_zero (by norm_num) hgc) hs0
    have hD : diagonal ![(w : ℂ) - I * γ / 4 + s, (w : ℂ) - I * γ / 4 - s] =
        !![(w : ℂ) - I * γ / 4 + s, 0; 0, (w : ℂ) - I * γ / 4 - s] := by
      ext i j
      fin_cases i <;> fin_cases j <;> simp
    have key : ∀ a b c d a' b' c' d' : ℂ, a = a' → b = b' → c = c' → d = d' →
        !![a, b; c, d] = !![a', b'; c', d'] := by
      rintro _ _ _ _ _ _ _ _ rfl rfl rfl rfl
      rfl
    have hHP : hamiltonian w g γ * P =
        P * diagonal ![(w : ℂ) - I * γ / 4 + s, (w : ℂ) - I * γ / 4 - s] := by
      rw [hD, hP, hamiltonian, Matrix.mul_fin_two, Matrix.mul_fin_two]
      refine key _ _ _ _ _ _ _ _ ?_ ?_ ?_ ?_
      · ring
      · ring
      · linear_combination -hs + (γ : ℂ) ^ 2 / 16 * I_sq
      · linear_combination -hs + (γ : ℂ) ^ 2 / 16 * I_sq
    refine ⟨P, P⁻¹, ![(w : ℂ) - I * γ / 4 + s, (w : ℂ) - I * γ / 4 - s],
      Matrix.mul_nonsing_inv P hdet, ?_⟩
    rw [← hHP, mul_assoc, Matrix.mul_nonsing_inv P hdet, mul_one]

end

end LossyCavityPolaritons
```

The theorem assumes $g>0$ and $\gamma>0$. This excludes $g=\gamma=0$, where $g=\gamma/4$ holds and yet $H=w\cdot1$ is already diagonal.

In the first half of the proof, `hH` is the identity $N=PEQ$, `hEE` is $E^2=0$, and `hd` extracts $d_i=\varepsilon$. In the second half, $s$ exists because the complex numbers are algebraically closed, which lets one argument serve both regimes. The steps `hs0`, `hdet` and `hHP` establish $s\neq0$, the invertibility of $P$ and $HP=PD$.

A calculation for a molecule in a cavity can describe photon loss by giving the cavity mode the complex energy $w-i\gamma/2$. Where two of its states reduce to this resonant pair with a lossless molecule, the theorem identifies the coupling at which an expansion in eigenvectors is no longer available.

```lean
#print axioms LossyCavityPolaritons.strong_coupling
#print axioms LossyCavityPolaritons.weak_coupling
#print axioms LossyCavityPolaritons.diagonalizable_iff
```

```
'LossyCavityPolaritons.strong_coupling' depends on axioms: [propext, Classical.choice, Quot.sound]
'LossyCavityPolaritons.weak_coupling' depends on axioms: [propext, Classical.choice, Quot.sound]
'LossyCavityPolaritons.diagonalizable_iff' depends on axioms: [propext, Classical.choice, Quot.sound]
```
